# M identical cells with regularizer λ give the Anderson coefficients of one cell with λ/M

Take a cell whose residual has a single component, f = 1, with a single stored residual difference, F = 1. Regularized Anderson mixing chooses the coefficient g that minimizes

(1 − g)² + λg², which gives g = 1/(1 + λ).

Now put two identical copies of this cell into a supercell. The residual term is counted twice, the penalty only once:

2(1 − g)² + λg², which gives g = 1/(1 + λ/2).

At λ = 1 the coefficient is 1/2 in the single cell and 2/3 in the doubled one. Setting λ = 2 in the doubled cell brings back 1/2.

The same happens for any number M ≥ 1 of copies, any finite number of residual components and any finite history. If Fᵀf ≠ 0, the supercell reproduces given primitive-cell coefficients only when its regularizer is M times the primitive one. So whenever Fᵀf ≠ 0, a self-consistent-field code that sums the squared residual over the whole cell and adds a fixed penalty λ‖g‖² with λ > 0 gets different coefficients in an exact replica of two or more copies. Dividing the summed squared residual by the number of atoms in the cell, with the penalty left as it is, removes this dependence.

## The objective and the replicated cell

```lean
import Mathlib

open Matrix

namespace SupercellAnderson

noncomputable section

variable {m n : Type*} [Fintype m] [Fintype n]
```

The type `m` labels the components of the residual, for instance values on a real-space grid or coefficients of localized density-fitting functions, and `n` labels the stored history differences. Both are finite. Below, i runs over `m` and j over `n`.

```lean
/-- The regularized Anderson objective: squared norm of the mixed residual `f - F g`
plus `lam` times the squared norm of the mixing coefficients `g`. -/
def objective (F : Matrix m n ℝ) (f : m → ℝ) (lam : ℝ) (g : n → ℝ) : ℝ :=
  ∑ i, (f i - (F *ᵥ g) i) ^ 2 + lam * ∑ j, g j ^ 2
```

In ordinary notation, with `lam` written as λ,

J(g; λ) = Σᵢ (fᵢ − (Fg)ᵢ)² + λ Σⱼ gⱼ² = ‖f − Fg‖² + λ‖g‖².

Here f is the current residual (output minus input of the self-consistency map), the columns of F are differences between residuals from the stored iterations, the current one included, and f − Fg is the residual that the linear model predicts at the mixed input. The symbol `*ᵥ` is matrix times vector. For λ > 0 the penalty λ‖g‖² discourages large coefficients, which can arise when the stored differences are nearly linearly dependent.

The squared norm is a plain sum over components, not an average over them. The factor M comes from this convention.

```lean
/-- The coefficients `g` are a global minimizer of the regularized Anderson objective. -/
def IsMinimizer (F : Matrix m n ℝ) (f : m → ℝ) (lam : ℝ) (g : n → ℝ) : Prop :=
  ∀ k, objective F f lam g ≤ objective F f lam k
```

`IsMinimizer F f lam g` is a statement about g: no other coefficient vector k gives a lower objective. This is a global minimum, with neither existence nor uniqueness built in.

```lean
/-- The residual-difference matrix of a supercell made of `M` identical copies of the cell. -/
def stackMatrix (M : ℕ) (F : Matrix m n ℝ) : Matrix (Fin M × m) n ℝ :=
  Matrix.of fun p j => F p.2 j
```

A row of the supercell matrix is labelled by a pair p = (copy, component), and `p.2` is the component. The entry ignores the copy number, so all copies are identical. The columns are still labelled by `n`: the whole supercell shares one set of coefficients.

```lean
/-- The residual of a supercell made of `M` identical copies of the cell. -/
def stackVec (M : ℕ) (f : m → ℝ) : Fin M × m → ℝ := fun p => f p.2
```

The residual is replicated in the same way. Physically, the supercell calculation has followed the primitive one exactly up to this mixing step, with equivalent k-point sampling and no broken translational symmetry. Residuals that vary from copy to copy, such as long-wavelength charge sloshing, lie beyond this model.

## Replication divides the regularizer by M

```lean
/-- For `M ≥ 1` copies, the supercell objective with regularizer `lam` is `M` times the
primitive-cell objective with regularizer `lam / M`. -/
theorem supercell_objective {M : ℕ} (hM : 0 < M) (F : Matrix m n ℝ) (f : m → ℝ)
    (lam : ℝ) (g : n → ℝ) :
    objective (stackMatrix M F) (stackVec M f) lam g = M * objective F f (lam / M) g := by
  have hM' : (M : ℝ) ≠ 0 := by exact_mod_cast hM.ne'
  have h : (M : ℝ) * (lam / M) = lam := by field_simp
  -- every copy carries the same mixed residual
  have hcopy : ∀ p, (stackMatrix M F *ᵥ g) p = (F *ᵥ g) p.2 := fun _ => rfl
  simp only [objective, hcopy, stackVec, Fintype.sum_prod_type, Finset.sum_const,
    Finset.card_univ, Fintype.card_fin, nsmul_eq_mul]
  linear_combination (-(∑ j, g j ^ 2)) * h
```

A Lean theorem lists its hypotheses, then the claim after the colon, then the proof after `:=`. The claim here is

J_super(g; λ) = M · J(g; λ/M).

By hand, each of the M copies contributes the same sum of squares:

J_super(g; λ) = M‖f − Fg‖² + λ‖g‖² = M [‖f − Fg‖² + (λ/M)‖g‖²].

In the proof, `hcopy` says that every copy has the same mixed residual. The `simp only` step turns the sum over pairs into M times the sum over components, and `linear_combination` finishes using M · (λ/M) = λ.

```lean
/-- For `M ≥ 1` copies, coefficients minimize the supercell objective with regularizer `lam`
exactly when they minimize the primitive-cell objective with regularizer `lam / M`. -/
theorem supercell_minimizer_iff {M : ℕ} (hM : 0 < M) (F : Matrix m n ℝ) (f : m → ℝ)
    (lam : ℝ) (g : n → ℝ) :
    IsMinimizer (stackMatrix M F) (stackVec M f) lam g ↔ IsMinimizer F f (lam / M) g := by
  have hM' : (0 : ℝ) < M := by exact_mod_cast hM
  simp only [IsMinimizer, supercell_objective hM]
  exact ⟨fun h k => le_of_mul_le_mul_left (h k) hM',
    fun h k => mul_le_mul_of_nonneg_left (h k) hM'.le⟩
```

Multiplying an objective by a positive number does not change which vectors minimize it. So g minimizes the supercell objective at λ exactly when it minimizes the primitive one at λ/M. The two directions of the proof cancel and restore the factor M in the inequality. No sign condition on λ is needed.

The theorem identifies the two sets of minimizers. For λ > 0 each set has exactly one element, because the objective is a strictly convex quadratic function, a standard fact that the file neither states nor uses.

## The normal equations

```lean
/-- Exact second-order expansion of the objective under a change `d` of the coefficients. -/
theorem objective_add (F : Matrix m n ℝ) (f : m → ℝ) (lam : ℝ) (g d : n → ℝ) :
    objective F f lam (g + d) = objective F f lam g
      - 2 * (d ⬝ᵥ (Fᵀ *ᵥ (f - F *ᵥ g) - lam • g))
      + (∑ i, (F *ᵥ d) i ^ 2 + lam * ∑ j, d j ^ 2) := by
  have h1 : ∑ i, (f i - ((F *ᵥ g) i + (F *ᵥ d) i)) ^ 2 = ∑ i, (f i - (F *ᵥ g) i) ^ 2
      - 2 * ∑ i, (F *ᵥ d) i * (f i - (F *ᵥ g) i) + ∑ i, (F *ᵥ d) i ^ 2 := by
    rw [Finset.mul_sum, ← Finset.sum_sub_distrib, ← Finset.sum_add_distrib]
    exact Finset.sum_congr rfl fun i _ => by ring
  have h2 : ∑ j, (g j + d j) ^ 2 = ∑ j, g j ^ 2 + 2 * ∑ j, d j * g j + ∑ j, d j ^ 2 := by
    rw [Finset.mul_sum, ← Finset.sum_add_distrib, ← Finset.sum_add_distrib]
    exact Finset.sum_congr rfl fun j _ => by ring
  -- move the transpose onto the change of coefficients
  rw [dotProduct_sub, dotProduct_smul, Matrix.dotProduct_mulVec, Matrix.vecMul_transpose]
  simp only [objective, Matrix.mulVec_add, Pi.add_apply, dotProduct, Pi.sub_apply, smul_eq_mul]
  linear_combination h1 + lam * h2
```

Change the coefficients from g to g + d and write r = f − Fg. Then

‖r − Fd‖² = ‖r‖² − 2(Fd)·r + ‖Fd‖²,
λ‖g + d‖² = λ‖g‖² + 2λ d·g + λ‖d‖².

Since (Fd)·r = d·(Fᵀr), adding the two lines gives

J(g + d; λ) = J(g; λ) − 2d·[Fᵀ(f − Fg) − λg] + ‖Fd‖² + λ‖d‖².

This is exact, because J is quadratic. The steps `h1` and `h2` are the two expansions, the `rw` line moves the transpose, and `⬝ᵥ` is the dot product.

```lean
/-- For `lam ≥ 0`, coefficients are a minimizer exactly when they satisfy the regularized
normal equations `Fᵀ (f - F g) = lam g`. -/
theorem isMinimizer_iff {lam : ℝ} (hl : 0 ≤ lam) (F : Matrix m n ℝ) (f : m → ℝ)
    (g : n → ℝ) : IsMinimizer F f lam g ↔ Fᵀ *ᵥ (f - F *ᵥ g) = lam • g := by
  constructor
  · intro h
    -- a parabola through zero that is never negative has zero slope there
    have aux : ∀ s C : ℝ, 0 ≤ C → (∀ t : ℝ, 0 ≤ -2 * t * s + t ^ 2 * C) → s = 0 := by
      intro s C hC H
      have hC1 : C + 1 ≠ 0 := by positivity
      obtain ⟨t, ht⟩ : ∃ t, s = t * (C + 1) := ⟨s / (C + 1), by field_simp⟩
      have h0 := H t
      rw [ht] at h0
      have h1 : t ^ 2 = 0 := by
        nlinarith [mul_nonneg (sq_nonneg t) hC, sq_nonneg t]
      rw [ht, pow_eq_zero_iff two_ne_zero |>.1 h1, zero_mul]
    obtain ⟨v, hv⟩ : ∃ v, v = Fᵀ *ᵥ (f - F *ᵥ g) - lam • g := ⟨_, rfl⟩
    have hs : v ⬝ᵥ v = 0 := by
      apply aux _ (∑ i, (F *ᵥ v) i ^ 2 + lam * ∑ j, v j ^ 2) (by positivity)
      intro t
      have h0 := h (g + t • v)
      rw [objective_add, ← hv, smul_dotProduct, Matrix.mulVec_smul] at h0
      simp only [Pi.smul_apply, smul_eq_mul, mul_pow, ← Finset.mul_sum] at h0
      linarith
    rw [dotProduct_self_eq_zero.1 hs] at hv
    exact sub_eq_zero.1 hv.symm
  · intro h k
    have e := objective_add F f lam g (k - g)
    rw [add_sub_cancel, h, sub_self, dotProduct_zero] at e
    have hp : 0 ≤ ∑ i, (F *ᵥ (k - g)) i ^ 2 + lam * ∑ j, (k - g) j ^ 2 := by positivity
    linarith
```

For λ ≥ 0, g is a minimizer exactly when

Fᵀ(f − Fg) = λg.

Suppose first that g is a minimizer. Let v = Fᵀ(f − Fg) − λg and take the step d = tv. With s = v·v and C = ‖Fv‖² + λ‖v‖² ≥ 0, the expansion gives

0 ≤ −2ts + t²C for every real t.

Choose t = s/(C + 1), so that s = t(C + 1). The right-hand side becomes −t²(C + 2), which is non-negative only if t = 0. Hence s = 0 and v = 0. In Lean, `aux` is this argument about the parabola, and `hs` applies it to v.

Conversely, suppose the equation holds and let k be any other vector. With d = k − g the linear term vanishes, and what remains, ‖Fd‖² + λ‖d‖², is non-negative. So J(k; λ) ≥ J(g; λ).

## Which regularizer reproduces the coefficients

```lean
/-- Let `Fᵀ f ≠ 0` and let `g` be a primitive-cell minimizer with regularizer `mu ≥ 0`. A supercell
of `M ≥ 1` copies with regularizer `lam ≥ 0` has `g` as a minimizer exactly when `lam = M mu`. -/
theorem reproduces_iff_regularizer_scales {M : ℕ} (hM : 0 < M) {F : Matrix m n ℝ}
    {f : m → ℝ} (hF : Fᵀ *ᵥ f ≠ 0) {lam mu : ℝ} (hl : 0 ≤ lam) (hmu : 0 ≤ mu)
    {g : n → ℝ} (hg : IsMinimizer F f mu g) :
    IsMinimizer (stackMatrix M F) (stackVec M f) lam g ↔ lam = M * mu := by
  have hM' : (M : ℝ) ≠ 0 := by exact_mod_cast hM.ne'
  rw [supercell_minimizer_iff hM]
  constructor
  · intro h
    have e1 := (isMinimizer_iff hmu F f g).1 hg
    have e2 := (isMinimizer_iff (by positivity) F f g).1 h
    -- the coefficients cannot all vanish
    have hg0 : g ≠ 0 := by
      intro h0
      rw [h0, Matrix.mulVec_zero, sub_zero, smul_zero] at e1
      exact hF e1
    obtain ⟨j, hj⟩ := Function.ne_iff.1 hg0
    have e3 : mu * g j = lam / M * g j := congrFun (e1.symm.trans e2) j
    have e4 : mu = lam / M := mul_right_cancel₀ hj e3
    rw [e4]
    field_simp
  · intro h
    have e : lam / M = mu := by
      rw [h]
      field_simp
    rwa [e]
```

Let μ ≥ 0 (`mu`) be the primitive-cell regularizer and g a minimizer for it. Assume Fᵀf ≠ 0, meaning that the residual overlaps with at least one stored difference. Then, for λ ≥ 0, g also minimizes the supercell objective if and only if

λ = Mμ.

If g minimizes the supercell objective at λ, it minimizes the primitive one at λ/M. The normal equations then hold twice for the same g:

Fᵀ(f − Fg) = μg and Fᵀ(f − Fg) = (λ/M)g.

If g were zero, the first would read Fᵀf = 0, against the assumption. So some gⱼ ≠ 0, and dividing μgⱼ = (λ/M)gⱼ by it gives μ = λ/M. These steps are `e1`, `e2`, `hg0`, `e3` and `e4` in the proof. Conversely, λ = Mμ gives λ/M = μ, and the equivalence of minimizers does the rest.

```lean
/-- If `Fᵀ f ≠ 0`, supercells of different sizes `M, N ≥ 1` used with the same regularizer
`lam > 0` have no minimizer in common. -/
theorem fixed_regularizer_size_dependent {M N : ℕ} (hM : 0 < M) (hN : 0 < N) (hMN : M ≠ N)
    {F : Matrix m n ℝ} {f : m → ℝ} (hF : Fᵀ *ᵥ f ≠ 0) {lam : ℝ} (hl : 0 < lam)
    {g : n → ℝ} (hg : IsMinimizer (stackMatrix M F) (stackVec M f) lam g) :
    ¬ IsMinimizer (stackMatrix N F) (stackVec N f) lam g := by
  intro h
  have hM' : (M : ℝ) ≠ 0 := by exact_mod_cast hM.ne'
  have e := (reproduces_iff_regularizer_scales hN hF hl.le (by positivity)
    ((supercell_minimizer_iff hM F f lam g).1 hg)).1 h
  have e1 : (N : ℝ) * (lam / M) * M = N * lam := by field_simp
  rw [← e] at e1
  have e2 : (M : ℝ) = N := mul_left_cancel₀ hl.ne' (by linarith)
  exact hMN (by exact_mod_cast e2)
```

Now fix one λ > 0 and compare supercells with M ≠ N copies. If g minimizes in the first, it is a primitive-cell minimizer at μ = λ/M. If it also minimized in the second, the previous theorem would give λ = N(λ/M), hence M = N, a contradiction. Two replicas of different size therefore never share their coefficients at the same positive λ, as long as Fᵀf ≠ 0. At λ = 0 the effect disappears, since λ/M is then zero for every M.

```lean
/-- If `Fᵀ f = 0`, zero coefficients are a minimizer for every number `M ≥ 1` of copies
and every regularizer `lam ≥ 0`. -/
theorem zero_minimizer_of_orthogonal {M : ℕ} (hM : 0 < M) {F : Matrix m n ℝ} {f : m → ℝ}
    (hF : Fᵀ *ᵥ f = 0) {lam : ℝ} (hl : 0 ≤ lam) :
    IsMinimizer (stackMatrix M F) (stackVec M f) lam 0 := by
  rw [supercell_minimizer_iff hM, isMinimizer_iff (by positivity), Matrix.mulVec_zero,
    sub_zero, smul_zero, hF]
```

This is the remaining case, Fᵀf = 0. The vector g = 0 satisfies the normal equations for every λ ≥ 0 and every M ≥ 1, because both sides vanish. The proof rewrites the claim into exactly that equation.

It also shows what the condition Fᵀf ≠ 0 does in the scaling law. Take two residual components and one stored difference:

F = (1, 0)ᵀ, f = (0, 1)ᵀ.

Neither is zero, but Fᵀf = 0, and the primitive objective is g² + 1 + μg², with its minimum at g = 0. With M = 2 and λ = μ = 1, the supercell objective is 2g² + 2 + g², again with its minimum at g = 0. The coefficient is reproduced although λ ≠ Mμ.

## The coefficient for one stored difference

```lean
/-- With a single residual difference `a`, `M ≥ 1` copies and `lam > 0`, the coefficient
`a·f / (a·a + lam / M)` minimizes the supercell objective. -/
theorem one_history_coefficient {M : ℕ} (hM : 0 < M) (a f : m → ℝ) {lam : ℝ}
    (hl : 0 < lam) :
    IsMinimizer (stackMatrix M (Matrix.of fun i (_ : Fin 1) => a i)) (stackVec M f) lam
      (fun _ => (a ⬝ᵥ f) / (a ⬝ᵥ a + lam / M)) := by
  have hM' : (0 : ℝ) < M := by exact_mod_cast hM
  have ha : 0 ≤ a ⬝ᵥ a := Finset.sum_nonneg fun i _ => mul_self_nonneg (a i)
  have hd : a ⬝ᵥ a + lam / M ≠ 0 := (add_pos_of_nonneg_of_pos ha (div_pos hl hM')).ne'
  obtain ⟨c, hc⟩ : ∃ c, c = (a ⬝ᵥ f) / (a ⬝ᵥ a + lam / M) := ⟨_, rfl⟩
  have hc' : c * (a ⬝ᵥ a + lam / M) = a ⬝ᵥ f := by rw [hc, div_mul_cancel₀ _ hd]
  rw [← hc, supercell_minimizer_iff hM, isMinimizer_iff (by positivity)]
  ext j
  -- the normal equations reduce to one scalar equation
  have e : ((Matrix.of fun i (_ : Fin 1) => a i)ᵀ *ᵥ
      (f - (Matrix.of fun i (_ : Fin 1) => a i) *ᵥ fun _ => c)) j
      = ∑ i, a i * (f i - a i * c) := by
    simp [Matrix.mulVec, dotProduct]
  have e' : ∑ i, a i * (f i - a i * c) = a ⬝ᵥ f - (a ⬝ᵥ a) * c := by
    simp only [dotProduct]
    rw [Finset.sum_mul, ← Finset.sum_sub_distrib]
    exact Finset.sum_congr rfl fun i _ => by ring
  rw [e, e', Pi.smul_apply, smul_eq_mul]
  linear_combination -hc'

end

end SupercellAnderson
```

Here the history has one column, the vector a, which is why the column index has type `Fin 1`. For λ > 0 the supercell objective is minimized by

c = a·f / (a·a + λ/M).

After passing to the primitive cell, the normal equations are a single scalar equation:

a·(f − ca) = (λ/M)c, that is, c(a·a + λ/M) = a·f.

The denominator is positive because λ/M > 0, even if a = 0. In the proof, `hc'` is the solved equation, while `e` and `e'` reduce the matrix expression to a·f − (a·a)c.

With a = f = 1 in one component and λ = 1, the formula returns the opening values, 1/2 for M = 1 and 2/3 for M = 2. It also shows the direction of the effect: at fixed λ, a larger replica is regularized more weakly.

```lean
#print axioms SupercellAnderson.fixed_regularizer_size_dependent
#print axioms SupercellAnderson.zero_minimizer_of_orthogonal
#print axioms SupercellAnderson.one_history_coefficient
```

```
'SupercellAnderson.fixed_regularizer_size_dependent' depends on axioms: [propext, Classical.choice, Quot.sound]
'SupercellAnderson.zero_minimizer_of_orthogonal' depends on axioms: [propext, Classical.choice, Quot.sound]
'SupercellAnderson.one_history_coefficient' depends on axioms: [propext, Classical.choice, Quot.sound]
```
